# For a quadratic energy and a positive definite preconditioner, some fixed positive step makes descent converge to zero from every start exactly when the symmetric Hessian is positive definite

The energy here is the quadratic model $\tfrac12\,x\cdot Hx$ with a symmetric Hessian $H$, and each step of the descent subtracts $a\,D^{-1}Hx$ from $x$, where $a$ is the step and $D$ is a symmetric positive definite preconditioner. The matrix $D^{-1}H$ is generally not symmetric even when $D$ and $H$ are, so the spectral theorem for symmetric matrices does not apply to it directly. In the formal statement an eigenvalue is a real number that belongs to a nonzero real eigenvector, and the existence of a greatest one is part of what is proved.

```lean
import Mathlib

open Filter Topology
open scoped Matrix

namespace PreconditionedOrbitalDescent

variable {n : Type*} [Fintype n] [DecidableEq n]

/-- The quadratic form of `A` is strictly positive on every nonzero vector. -/
def Positive (A : Matrix n n ℝ) : Prop := ∀ x : n → ℝ, x ≠ 0 → 0 < x ⬝ᵥ A *ᵥ x

/-- Descent with step `a`, Hessian `H` and preconditioner `D`, started at `x₀`:
each update subtracts `a D⁻¹ H x` from `x`. The domain is invertible `D`. -/
noncomputable def descent (D H : Matrix n n ℝ) (a : ℝ) (x₀ : n → ℝ) : ℕ → n → ℝ
  | 0 => x₀
  | k + 1 => descent D H a x₀ k - a • ((D⁻¹ * H) *ᵥ descent D H a x₀ k)

/-- The descent with step `a` tends to zero from every starting vector
(for invertible `D`). -/
def Converges (D H : Matrix n n ℝ) (a : ℝ) : Prop :=
  ∀ x₀, Tendsto (descent D H a x₀) atTop (𝓝 0)

/-- `μ` is a real eigenvalue of the preconditioned Hessian `D⁻¹ H`
(for invertible `D`). -/
def IsCurvature (D H : Matrix n n ℝ) (μ : ℝ) : Prop :=
  ∃ v : n → ℝ, v ≠ 0 ∧ (D⁻¹ * H) *ᵥ v = μ • v

/-- The columns of `P` are modes, orthonormal in the metric `D`, in which the
Hessian `H` is diagonal with entries `w`. -/
def IsModes (D H P : Matrix n n ℝ) (w : n → ℝ) : Prop :=
  Pᵀ * D * P = 1 ∧ Pᵀ * H * P = Matrix.diagonal w

/-- A real symmetric matrix is diagonal in some orthonormal basis. -/
theorem orthogonal_diagonalization {A : Matrix n n ℝ} (hA : A.IsSymm) :
    ∃ (U : Matrix n n ℝ) (w : n → ℝ), Uᵀ * U = 1 ∧ Uᵀ * A * U = Matrix.diagonal w := by
  have h : A.IsHermitian := by
    rw [Matrix.IsHermitian, Matrix.conjTranspose_eq_transpose_of_trivial]
    exact hA
  let U : Matrix n n ℝ := Matrix.of fun i j => (h.eigenvectorBasis j).ofLp i
  have hU : Uᵀ * U = 1 := by
    ext i j
    have := orthonormal_iff_ite.mp h.eigenvectorBasis.orthonormal i j
    simp only [PiLp.inner_apply, RCLike.inner_apply, conj_trivial] at this
    rw [Matrix.mul_apply, Matrix.one_apply, ← this]
    exact Finset.sum_congr rfl fun k _ => mul_comm _ _
  have hAU : A * U = U * Matrix.diagonal h.eigenvalues := by
    ext i j
    have := congrFun (h.mulVec_eigenvectorBasis j) i
    rw [Matrix.mul_diagonal, mul_comm (U i j)]
    exact this
  refine ⟨U, h.eigenvalues, hU, ?_⟩
  rw [Matrix.mul_assoc, hAU, ← Matrix.mul_assoc, hU, Matrix.one_mul]

/-- Each column of a matrix with a left inverse is a nonzero vector. -/
theorem mode_ne_zero {P Q : Matrix n n ℝ} (hQ : Q * P = 1) (i : n) :
    P *ᵥ Pi.single i (1 : ℝ) ≠ 0 := by
  intro h0
  have h1 : Pi.single i (1 : ℝ) = (0 : n → ℝ) := by
    rw [← Matrix.one_mulVec (Pi.single i (1 : ℝ)), ← hQ, ← Matrix.mulVec_mulVec, h0,
      Matrix.mulVec_zero]
  simpa using congrFun h1 i

/-- If `Pᵀ A P` is diagonal for an invertible `P`, the quadratic form of `A` is strictly positive on
every nonzero vector exactly when all the diagonal entries are positive. -/
theorem positive_iff_modes {A P Q : Matrix n n ℝ} {w : n → ℝ} (hQ : Q * P = 1)
    (hw : Pᵀ * A * P = Matrix.diagonal w) : Positive A ↔ ∀ i, 0 < w i := by
  have key : ∀ c : n → ℝ, (P *ᵥ c) ⬝ᵥ A *ᵥ (P *ᵥ c) = ∑ i, w i * c i ^ 2 := by
    intro c
    have e : (P *ᵥ c) ⬝ᵥ A *ᵥ (P *ᵥ c) = c ⬝ᵥ (Pᵀ * A * P) *ᵥ c := by
      rw [← Matrix.mulVec_mulVec, ← Matrix.mulVec_mulVec, Matrix.dotProduct_mulVec c Pᵀ,
        Matrix.vecMul_transpose]
    rw [e, hw]
    simp only [dotProduct, Matrix.mulVec_diagonal]
    exact Finset.sum_congr rfl fun i _ => by ring
  constructor
  · intro h i
    have := h _ (mode_ne_zero hQ i)
    rw [key] at this
    simpa [Pi.single_apply] using this
  · intro h x hx
    obtain ⟨c, rfl⟩ : ∃ c, P *ᵥ c = x :=
      ⟨Q *ᵥ x, by rw [Matrix.mulVec_mulVec, mul_eq_one_comm.mp hQ, Matrix.one_mulVec]⟩
    have hc : c ≠ 0 := fun h0 => hx (by rw [h0, Matrix.mulVec_zero])
    obtain ⟨i, hi⟩ := Function.ne_iff.mp hc
    have hi' : c i ≠ 0 := hi
    rw [key]
    exact Finset.sum_pos' (fun j _ => mul_nonneg (h j).le (sq_nonneg _))
      ⟨i, Finset.mem_univ i, mul_pos (h i) (by positivity)⟩

/-- For symmetric positive definite `D` and symmetric `H` there are modes orthonormal in
the metric `D` that diagonalize `H`. -/
theorem exists_modes {D H : Matrix n n ℝ} (hD : D.IsSymm) (hpos : Positive D)
    (hH : H.IsSymm) : ∃ P w, IsModes D H P w := by
  obtain ⟨U, d, hU, hd⟩ := orthogonal_diagonalization hD
  have hd0 := (positive_iff_modes hU hd).mp hpos
  -- rescale the eigenvectors of `D` so that `D` becomes the identity
  obtain ⟨R, hR⟩ : ∃ R : Matrix n n ℝ, Rᵀ * D * R = 1 := by
    refine ⟨U * Matrix.diagonal (fun i => (√(d i))⁻¹), ?_⟩
    rw [Matrix.transpose_mul, Matrix.diagonal_transpose]
    calc _ = Matrix.diagonal (fun i => (√(d i))⁻¹) * (Uᵀ * D * U)
          * Matrix.diagonal (fun i => (√(d i))⁻¹) := by simp only [Matrix.mul_assoc]
      _ = 1 := by
        rw [hd, Matrix.diagonal_mul_diagonal, Matrix.diagonal_mul_diagonal,
          ← Matrix.diagonal_one]
        congr 1
        funext i
        have hne : √(d i) ≠ 0 := (Real.sqrt_pos.mpr (hd0 i)).ne'
        have e : (√(d i))⁻¹ * (√(d i) * √(d i)) * (√(d i))⁻¹ = 1 := by field_simp
        rwa [Real.mul_self_sqrt (hd0 i).le] at e
  have hM : (Rᵀ * H * R).IsSymm := by
    rw [Matrix.IsSymm, Matrix.transpose_mul, Matrix.transpose_mul,
      Matrix.transpose_transpose, hH.eq, Matrix.mul_assoc]
  obtain ⟨V, w, hV, hw⟩ := orthogonal_diagonalization hM
  have e : ∀ A : Matrix n n ℝ, (R * V)ᵀ * A * (R * V) = Vᵀ * (Rᵀ * A * R) * V := by
    intro A
    simp only [Matrix.transpose_mul, Matrix.mul_assoc]
  exact ⟨R * V, w, by rw [e, hR, Matrix.mul_one, hV], by rw [e, hw]⟩

/-- The modes are eigenvectors of the preconditioned Hessian: `D⁻¹ H P = P diag(w)`. -/
theorem modes_eigen {D H P : Matrix n n ℝ} {w : n → ℝ} (h : IsModes D H P w) :
    D⁻¹ * H * P = P * Matrix.diagonal w := by
  have h1 : D * (P * Pᵀ) = 1 := by
    rw [← Matrix.mul_assoc]
    exact mul_eq_one_comm.mp (by rw [← Matrix.mul_assoc]; exact h.1)
  rw [Matrix.inv_eq_right_inv h1, ← h.2]
  simp only [Matrix.mul_assoc]

/-- The eigenvalues of `D⁻¹ H` are exactly the diagonal entries `w` of the modes. -/
theorem isCurvature_iff {D H P : Matrix n n ℝ} {w : n → ℝ} (h : IsModes D H P w) (μ : ℝ) :
    IsCurvature D H μ ↔ ∃ i, w i = μ := by
  constructor
  · rintro ⟨v, hv0, hv⟩
    obtain ⟨c, rfl⟩ : ∃ c, P *ᵥ c = v :=
      ⟨(Pᵀ * D) *ᵥ v, by rw [Matrix.mulVec_mulVec, mul_eq_one_comm.mp h.1, Matrix.one_mulVec]⟩
    have hc : c ≠ 0 := fun h0 => hv0 (by rw [h0, Matrix.mulVec_zero])
    obtain ⟨i, hi⟩ := Function.ne_iff.mp hc
    rw [Matrix.mulVec_mulVec, modes_eigen h, ← Matrix.mulVec_mulVec, ← Matrix.mulVec_smul] at hv
    -- remove `P` with its left inverse `Pᵀ D`
    have e : Matrix.diagonal w *ᵥ c = μ • c := by
      rw [← Matrix.one_mulVec (Matrix.diagonal w *ᵥ c), ← h.1, ← Matrix.mulVec_mulVec, hv,
        Matrix.mulVec_mulVec, h.1, Matrix.one_mulVec]
    have ei := congrFun e i
    rw [Matrix.mulVec_diagonal, Pi.smul_apply, smul_eq_mul] at ei
    exact ⟨i, mul_right_cancel₀ hi ei⟩
  · rintro ⟨i, rfl⟩
    refine ⟨P *ᵥ Pi.single i (1 : ℝ), mode_ne_zero h.1 i, ?_⟩
    rw [Matrix.mulVec_mulVec, modes_eigen h, ← Matrix.mulVec_mulVec, ← Matrix.mulVec_smul]
    congr 1
    funext j
    simp only [Matrix.mulVec_diagonal, Pi.smul_apply, smul_eq_mul]
    rcases eq_or_ne j i with rfl | hj
    · rfl
    · simp [hj]

/-- The descent converges from every start exactly when every mode is damped,
`|1 - a wᵢ| < 1`. -/
theorem converges_iff_modes {D H P : Matrix n n ℝ} {w : n → ℝ} (h : IsModes D H P w)
    (a : ℝ) : Converges D H a ↔ ∀ i, |1 - a * w i| < 1 := by
  -- each step multiplies the amplitude of mode `i` by `1 - a wᵢ`
  have amp : ∀ (c : n → ℝ) (k : ℕ),
      descent D H a (P *ᵥ c) k = P *ᵥ fun i => (1 - a * w i) ^ k * c i := by
    intro c k
    induction k with
    | zero => simp [descent]
    | succ k ih =>
      rw [descent, ih, Matrix.mulVec_mulVec, modes_eigen h, ← Matrix.mulVec_mulVec,
        ← Matrix.mulVec_smul, ← Matrix.mulVec_sub]
      congr 1
      funext i
      simp only [Pi.sub_apply, Pi.smul_apply, smul_eq_mul, Matrix.mulVec_diagonal]
      ring
  have cont : ∀ M : Matrix n n ℝ, Continuous fun x : n → ℝ => M *ᵥ x := fun M =>
    Continuous.matrix_mulVec continuous_const continuous_id
  constructor
  · intro hc i
    have t := (((continuous_apply i).comp (cont (Pᵀ * D))).tendsto 0).comp
      (hc (P *ᵥ Pi.single i (1 : ℝ)))
    have e : ∀ k, ((Pᵀ * D) *ᵥ descent D H a (P *ᵥ Pi.single i (1 : ℝ)) k) i
        = (1 - a * w i) ^ k := by
      intro k
      rw [amp, Matrix.mulVec_mulVec, h.1, Matrix.one_mulVec]
      simp
    rw [← tendsto_pow_atTop_nhds_zero_iff]
    simpa only [Function.comp_def, e, Matrix.mulVec_zero, Pi.zero_apply] using t
  · intro hr x₀
    obtain ⟨c, rfl⟩ : ∃ c, P *ᵥ c = x₀ :=
      ⟨(Pᵀ * D) *ᵥ x₀, by rw [Matrix.mulVec_mulVec, mul_eq_one_comm.mp h.1, Matrix.one_mulVec]⟩
    have t : Tendsto (fun (k : ℕ) (i : n) => (1 - a * w i) ^ k * c i) atTop (𝓝 0) :=
      tendsto_pi_nhds.mpr fun i => by
        simpa only [zero_mul, Pi.zero_apply] using
          (tendsto_pow_atTop_nhds_zero_iff.mpr (hr i)).mul_const (c i)
    have t2 := ((cont P).tendsto 0).comp t
    rw [Matrix.mulVec_zero] at t2
    exact t2.congr fun k => (amp c k).symm

/-- Let `D` be symmetric positive definite and `H` symmetric, of size at least one. Some step
`a > 0` converges from every start iff `H` is positive definite; `D⁻¹ H` has a largest real
eigenvalue `L`, and for positive definite `H` the convergent steps are exactly `0 < a < 2 / L`. -/
theorem descent_converges_iff [Nonempty n] {D H : Matrix n n ℝ} (hD : D.IsSymm)
    (hpos : Positive D) (hH : H.IsSymm) :
    ((∃ a, 0 < a ∧ Converges D H a) ↔ Positive H) ∧
    ∃ L, IsGreatest {μ | IsCurvature D H μ} L ∧
      (Positive H → ∀ a, Converges D H a ↔ 0 < a ∧ a < 2 / L) := by
  obtain ⟨P, w, h⟩ := exists_modes hD hpos hH
  have hp := positive_iff_modes h.1 h.2
  obtain ⟨m, hm⟩ := Finite.exists_max w
  -- the stiffest mode limits the step
  have key : Positive H → ∀ a, Converges D H a ↔ 0 < a ∧ a < 2 / w m := by
    intro hH' a
    have hw := hp.mp hH'
    rw [converges_iff_modes h, lt_div_iff₀ (hw m)]
    constructor
    · intro hc
      obtain ⟨h1, h2⟩ := abs_lt.mp (hc m)
      refine ⟨?_, by linarith⟩
      by_contra hn
      nlinarith [hw m, not_lt.mp hn]
    · rintro ⟨ha, hL⟩ i
      have h1 := mul_pos ha (hw i)
      have h2 := mul_le_mul_of_nonneg_left (hm i) ha.le
      exact abs_lt.mpr ⟨by linarith, by linarith⟩
  refine ⟨⟨?_, fun hH' => ?_⟩, w m, ⟨(isCurvature_iff h _).mpr ⟨m, rfl⟩, ?_⟩, key⟩
  · rintro ⟨a, ha, hc⟩
    refine hp.mpr fun i => ?_
    obtain ⟨h1, h2⟩ := abs_lt.mp ((converges_iff_modes h a).mp hc i)
    by_contra hn
    nlinarith [not_lt.mp hn]
  · have hwm := hp.mp hH' m
    have h1 : 0 < 1 / w m := by positivity
    exact ⟨1 / w m, h1, (key hH' _).mpr ⟨h1, div_lt_div_of_pos_right (by norm_num) hwm⟩⟩
  · intro μ hμ
    obtain ⟨i, rfl⟩ := (isCurvature_iff h μ).mp hμ
    exact hm i

/-- If `D⁻¹ H` has a negative eigenvalue, then for every step `a > 0` there is a start from
which the norm of the iterates grows without bound. -/
theorem runaway_of_negative_curvature {D H : Matrix n n ℝ} {μ a : ℝ}
    (hμ : IsCurvature D H μ) (hneg : μ < 0) (ha : 0 < a) :
    ∃ x₀, Tendsto (fun k => ‖descent D H a x₀ k‖) atTop atTop := by
  obtain ⟨v, hv0, hv⟩ := hμ
  have hlt : a * μ < 0 := mul_neg_of_pos_of_neg ha hneg
  have e : ∀ k, descent D H a v k = (1 - a * μ) ^ k • v := by
    intro k
    induction k with
    | zero => simp [descent]
    | succ k ih =>
      rw [descent, ih, Matrix.mulVec_smul, hv]
      module
  refine ⟨v, ?_⟩
  have t := (tendsto_pow_atTop_atTop_of_one_lt (show 1 < 1 - a * μ by linarith)).atTop_mul_const
    (norm_pos_iff.mpr hv0)
  refine t.congr fun k => ?_
  rw [e, norm_smul, Real.norm_of_nonneg (pow_nonneg (by linarith) k)]

end PreconditionedOrbitalDescent
```

```lean
#print axioms PreconditionedOrbitalDescent.descent_converges_iff
#print axioms PreconditionedOrbitalDescent.runaway_of_negative_curvature
```

```
'PreconditionedOrbitalDescent.descent_converges_iff' depends on axioms: [propext, Classical.choice, Quot.sound]
'PreconditionedOrbitalDescent.runaway_of_negative_curvature' depends on axioms: [propext, Classical.choice, Quot.sound]
```

## Two matrices and a linear update

Near a stationary point of the energy, let $x$ be the vector of real orbital-rotation parameters, measured from that point. To second order the energy changes by $\tfrac12\,x\cdot Hx$, where $H$ is the orbital Hessian, and the gradient is $Hx$. Preconditioned descent with step $a$ is then

$$x_{k+1} = x_k - a\,D^{-1}H x_k .$$

In a common choice $D$ is diagonal and holds, up to a constant factor, the gaps between virtual and occupied orbital energies, the excitation costs of independent particles. Its positive definiteness then says that every such gap is positive. The theorem also allows a non-diagonal $D$.

In Lean, `descent D H a x₀` is this sequence, started at `x₀`. `Converges D H a` says that it tends to zero for every `x₀`. `Positive A` is the strict inequality $x\cdot Ax>0$ for all $x\neq0$; it does not include symmetry, which enters separately as `IsSymm`. `IsCurvature D H μ` says that $\mu$ is an eigenvalue of $D^{-1}H$ in the sense given above.

The main theorem, `descent_converges_iff`, takes $D$ symmetric and positive definite, $H$ symmetric, and size at least one. It states that

- some $a>0$ gives convergence from every start if and only if $H$ is positive definite;
- $D^{-1}H$ has a greatest real eigenvalue $L$, whether or not $H$ is positive definite;
- if $H$ is positive definite, a real number $a$ gives convergence from every start exactly when $0<a<2/L$.

The sign condition in the first item matters: for $D=1$ and $H=-1$ in one dimension, the step $a=-1$ reaches zero at once, although $H$ is not positive definite.

For a quadratic energy model with fixed $D$ and $H$, this links the stability analysis of a self-consistent solution to the behaviour of an orbital minimiser: a stationary point attracts all starts for some positive step exactly when it is a strict minimum of the model. The real energy is not quadratic, and practical minimisers often change the step or the preconditioner as they go; the theorem describes neither effect. It also gives no convergence rate.

## Modes that diagonalise both matrices

Since $D$ is symmetric, there is a matrix $U$ with $U^TU=1$ and $U^TDU=\mathrm{diag}(d)$. Each $d_i$ is the value of $x\cdot Dx$ on a column of $U$, so $d_i>0$. Rescale the columns by setting $R=U\,\mathrm{diag}(d_i^{-1/2})$. Then

$$R^TDR=\mathrm{diag}(d_i^{-1/2}\,d_i\,d_i^{-1/2})=1 .$$

The matrix $R^THR$ is still symmetric, so there is a $V$ with $V^TV=1$ and $V^T(R^THR)V=\mathrm{diag}(w)$. With $P=RV$,

$$P^TDP=V^TV=1,\qquad P^THP=\mathrm{diag}(w).$$

This pair of equations is `IsModes`, and `exists_modes` builds $P$ in the same order, calling `orthogonal_diagonalization` once for $D$ and once for the transformed $H$.

The first equation says that $P^TD$ is the inverse of $P$. Hence $PP^TD=1$, so $D^{-1}=PP^T$, and

$$D^{-1}HP=PP^THP=P\,\mathrm{diag}(w).$$

This is `modes_eigen`: the columns of $P$ are eigenvectors of $D^{-1}H$ with eigenvalues $w_i$. There are no other real eigenvalues. If $D^{-1}Hv=\mu v$ with $v\neq0$, write $v=Pc$. Removing $P$ from both sides leaves $w_ic_i=\mu c_i$ for every $i$, and some $c_i$ is nonzero, so $\mu=w_i$ for that $i$. The lemma `isCurvature_iff` records both directions.

The same coordinates decide positivity. For $x=Pc$,

$$x\cdot Hx=c\cdot P^THP\,c=\sum_i w_ic_i^2 .$$

Because $P$ is invertible, $H$ is positive definite exactly when all $w_i>0$. The lemma `positive_iff_modes` proves this for any matrix $A$ and any invertible $P$ for which $P^TAP$ is diagonal, so it also supplies the earlier fact that $d_i>0$.

## Each amplitude follows a geometric sequence

Start from $x_0=Pc$. One update turns $Pc$ into

$$Pc-a\,P\,\mathrm{diag}(w)\,c,$$

which multiplies amplitude $i$ by $1-aw_i$. By induction,

$$x_k=P c^{(k)},\qquad c^{(k)}_i=(1-aw_i)^k c_i .$$

This is the step named `amp` inside `converges_iff_modes`. That lemma shows that convergence from every start is equivalent to $|1-aw_i|<1$ for all $i$. In one direction, start in column $i$ of $P$ and read off coordinate $i$ with $P^TD$: the result is $(1-aw_i)^k$, which tends to zero only if $|1-aw_i|<1$. In the other direction, all of the finitely many amplitudes tend to zero, and multiplication by $P$ is continuous.

## The stiffest mode sets the limit

The condition $|1-aw_i|<1$ is the same as $0<aw_i<2$.

If some $a>0$ satisfies it for every $i$, then all $w_i>0$, and $H$ is positive definite. A single zero mode, such as one produced by a broken continuous symmetry, is enough to make the condition fail: its amplitude never changes, so a start with a nonzero amplitude in that mode does not converge to zero.

Now let $w_m$ be the largest of the $w_i$. It exists because the size is at least one, and by `isCurvature_iff` it is the greatest eigenvalue $L$. Suppose that $H$ is positive definite, so that $L>0$. If $a$ converges from every start, the condition for mode $m$ gives $0<aL<2$, that is $0<a<2/L$. Conversely, if $0<a<2/L$, then for every $i$

$$0<aw_i\le aL<2 ,$$

and all modes are damped. The choice $a=1/L$ lies in this interval, which supplies the step needed for the first statement.

In the Lean proof, `abs_lt` splits the absolute value into two inequalities, `linarith` finishes the linear comparisons, and `nlinarith` rules out the wrong sign of $a$ or of $w_i$.

## Runaway along a negative mode

The companion theorem `runaway_of_negative_curvature` describes what happens when $D^{-1}H$ has an eigenvalue $\mu<0$. Take its eigenvector $v$ as the start. Then

$$x_k=(1-a\mu)^k v,\qquad \|x_k\|=(1-a\mu)^k\|v\| ,$$

and $1-a\mu>1$ for every $a>0$, so the norm grows without bound. A smaller positive step slows this growth but does not stop it. In an actual calculation the linear update describes only the initial departure from an unstable stationary point, because the growing displacement leaves the region where the quadratic model is accurate.
